# A recursion that removes disconnected diagrams on all subsets of \(n\) vertices with \((3^n+1)/2-2^n\) products, a number that grows more slowly than \(n!\)

## Two vertices, one subtraction

Let independent electrons be scattered by a one-body perturbation that acts at two vertices, 0 and 1. Write \(M_{ij}\) for the amplitude to propagate from vertex \(j\) to vertex \(i\), with the strength of the perturbation included. Summing over both ways to join the lines gives a determinant,
\[
a(\{0,1\}) = M_{00}M_{11}-M_{01}M_{10}.
\]
The first term is disconnected: it is the product of the one-vertex sums \(c(\{0\})=M_{00}\) and \(c(\{1\})=M_{11}\). Subtracting this one product leaves the connected part, \(c(\{0,1\})=-M_{01}M_{10}\).

On \(n\) vertices the determinant contains \(n!\) permutations. Each one splits into cycles, and the cycles are its connected pieces. The connected sums can be found without listing the permutations.

## The full sum and the recursion

Let \(c(B)\) be the sum of the connected diagrams on a nonempty vertex set \(B\). A clustering of \(S\) is a family of disjoint nonempty subsets of \(S\) that together cover \(S\). The sum of all diagrams is
\[
a(S)=\sum_{P\ \text{clustering of}\ S}\ \prod_{B\in P}c(B).
\]
This formula carries the physical assumption that the value of a diagram is the product of the values of its connected pieces, signs included.

Given only the full sums \(a\), define for every \(S\)
\[
\ell(S)=a(S)-\sum_{\substack{T\subsetneq S\\ \min S\in T}}\ell(T)\,a(S\setminus T),
\]
where the sum is empty for \(S=\emptyset\). Three things hold:

- \(\ell(S)=c(S)\) for every nonempty \(S\).
- The number of pairs \((S,T)\) in these sums, over all \(S\subseteq\{0,\dots,n-1\}\), is \(N_n=(3^n+1)/2-2^n\).
- \(N_n/n!\to0\) as \(n\to\infty\).

## Sorting by the cluster of the lowest vertex

Let \(S\) be nonempty and \(m=\min S\). In each clustering exactly one cluster \(T\) contains \(m\), and the other clusters form a clustering of \(S\setminus T\). Conversely, adding \(T\) to any clustering of \(S\setminus T\) gives a clustering of \(S\). Hence
\[
a(S)=\sum_{\substack{T\subseteq S\\ m\in T}}c(T)\,a(S\setminus T).
\]
The empty set has one clustering, the empty family, whose product is 1. So \(a(\emptyset)=1\), and the term \(T=S\) is \(c(S)\):
\[
a(S)=c(S)+\sum_{\substack{T\subsetneq S\\ m\in T}}c(T)\,a(S\setminus T).
\]
Now use induction on \(S\). Every \(T\) in the recursion is a smaller set and is nonempty, since it contains \(m\), so \(\ell(T)=c(T)\). The subtraction then leaves \(\ell(S)=c(S)\).

The condition \(m\in T\) prevents double counting. If \(T\) ran over all nonempty proper subsets, the two-vertex case would subtract \(c(\{0\})c(\{1\})\) twice.

## Counting the products

A set \(S\) with \(k\ge1\) vertices has \(2^{k-1}\) subsets that contain \(\min S\), and one of them is \(S\) itself. This leaves \(2^{k-1}-1\) products. By the binomial theorem,
\[
N_n=\sum_{k=1}^n\binom nk\left(2^{k-1}-1\right)=\frac{3^n-1}{2}-(2^n-1)=\frac{3^n+1}{2}-2^n .
\]
In particular \(N_n\le3^n\). Raising \(n\) by one multiplies \(3^n/n!\) by \(3/(n+1)\), which is less than \(1/2\) once \(n\ge6\), so \(N_n/n!\to0\).

From \(n=5\) on there are fewer products than permutations. For \(n=4\) there are 25 products and 24 permutations; for \(n=5\) there are 90 and 120.

## Use in a diagrammatic calculation

For the Hubbard model, a diagrammatic Monte Carlo step can fix \(n\) interaction vertices in space and imaginary time. For each subset \(S\), the full sum \(a(S)\) is a product of a spin-up and a spin-down determinant of noninteracting propagators between the vertices of \(S\), times \((-U)^{|S|}\), where \(U\) is the interaction strength. The recursion then runs from small subsets to large ones, storing each \(\ell(S)\). Its value on the full set is the sum of the connected diagrams at these fixed vertices. Summed over the lattice sites and integrated over the imaginary times of the \(n\ge1\) vertices, then divided by \(n!\), it gives the term of order \(n\) in \(\ln(Z/Z_0)\), where \(Z\) is the grand-canonical partition function and \(Z_0\) its value at \(U=0\) with the same temperature and chemical potential.

If only that last value is wanted, subsets without vertex 0 never enter as \(T\), and \(3^{n-1}-2^{n-1}\) products suffice for \(n\ge1\). The count \(N_n\) is for running this recursion on all subsets. It is not a lower bound for other methods: fast subset convolution needs only on the order of \(n^2 2^n\) products for large \(n\).

## The statement in Lean

The vertices are the elements of `Fin n`, numbered from 0; their order is only a labelling. The weights `c` take values in any commutative ring `R`, for example the complex numbers or polynomials in a coupling constant.

- `clusterings S` is the set of clusterings, with disjointness written as "two clusters sharing a vertex coincide".
- `allDiagrams c S` is \(a(S)\), and `linkedPart a S` is \(\ell(S)\), defined for any function `a`.
- `anchored S` holds the sets \(T\) of the recursion, and `productPairs n` all pairs \((S,T)\).

There are no graphs in the file. `c` is an arbitrary function, and the factorisation over connected pieces enters through the definition of `allDiagrams`.

The theorem `linkedPart_allDiagrams` asks for a nonempty `S`, because on the empty set the recursion returns 1, whatever `c ∅` is. `card_productPairs` is stated in the rationals, with ordinary division and subtraction. The limit theorem compares this count with the number of permutations of `Fin n`. The work of computing the full sums, and additions, do not enter the count, and it takes each \(\ell(T)\) as stored after its first evaluation.

```lean
import Mathlib

open Filter Topology

namespace DisconnectedDiagramRecursion

variable {R : Type*} [CommRing R] {n : ℕ}

open Classical in
/-- The ways to group the vertices of `S` into clusters: families of nonempty sets that cover
exactly `S`, where two clusters sharing a vertex coincide. -/
noncomputable def clusterings (S : Finset (Fin n)) : Finset (Finset (Finset (Fin n))) :=
  Finset.univ.filter fun P => ∅ ∉ P ∧ (∀ x, x ∈ S ↔ ∃ B ∈ P, x ∈ B) ∧
    ∀ B ∈ P, ∀ C ∈ P, ∀ x ∈ B, x ∈ C → B = C

/-- The sum of all diagrams on `S`, connected or not, when `c B` is the sum of the connected
diagrams on `B`: each clustering contributes the product over its clusters. -/
noncomputable def allDiagrams (c : Finset (Fin n) → R) (S : Finset (Fin n)) : R :=
  ∑ P ∈ clusterings S, ∏ B ∈ P, c B

/-- The proper subsets `T` of `S` that contain the lowest vertex of `S`. -/
def anchored (S : Finset (Fin n)) : Finset (Finset (Fin n)) :=
  Finset.univ.filter fun T => T ⊂ S ∧ ∃ x ∈ T, ∀ y ∈ S, x ≤ y

open Classical in
lemma mem_clusterings {S : Finset (Fin n)} {P : Finset (Finset (Fin n))} :
    P ∈ clusterings S ↔ ∅ ∉ P ∧ (∀ x, x ∈ S ↔ ∃ B ∈ P, x ∈ B) ∧
      ∀ B ∈ P, ∀ C ∈ P, ∀ x ∈ B, x ∈ C → B = C := by
  rw [clusterings, Finset.mem_filter]
  exact and_iff_right (Finset.mem_univ _)

lemma mem_anchored {S T : Finset (Fin n)} :
    T ∈ anchored S ↔ T ⊂ S ∧ ∃ x ∈ T, ∀ y ∈ S, x ≤ y := by
  rw [anchored, Finset.mem_filter]
  exact and_iff_right (Finset.mem_univ _)

lemma self_notMem (S : Finset (Fin n)) : S ∉ anchored S := fun h =>
  lt_irrefl _ (Finset.card_lt_card (mem_anchored.1 h).1)

/-- If `m` is the lowest vertex of `S`, then `S` and its anchored subsets are together the
subsets of `S` that contain `m`. -/
lemma mem_insert_anchored {S : Finset (Fin n)} {m : Fin n} (hmS : m ∈ S)
    (hm : ∀ y ∈ S, m ≤ y) (T : Finset (Fin n)) :
    T ∈ insert S (anchored S) ↔ T ⊆ S ∧ m ∈ T := by
  rw [Finset.mem_insert, mem_anchored]
  constructor
  · rintro (e | ⟨h, x, hx, hxy⟩)
    · rw [e]
      exact ⟨fun _ h => h, hmS⟩
    · have hs := (Finset.ssubset_iff_subset_ne.1 h).1
      have e : x = m := le_antisymm (hxy m hmS) (hm x (hs hx))
      exact ⟨hs, e ▸ hx⟩
  · rintro ⟨h, hmT⟩
    by_cases e : T = S
    · exact Or.inl e
    · exact Or.inr ⟨Finset.ssubset_iff_subset_ne.2 ⟨h, e⟩, m, hmT, hm⟩

/-- With no vertices the sum of all diagrams is 1. -/
theorem allDiagrams_empty (c : Finset (Fin n) → R) : allDiagrams c ∅ = 1 := by
  have h : clusterings (∅ : Finset (Fin n)) = {∅} := by
    ext P
    rw [mem_clusterings, Finset.mem_singleton]
    constructor
    · rintro ⟨p0, pc, _⟩
      refine Finset.eq_empty_of_forall_notMem fun B hB => ?_
      rcases B.eq_empty_or_nonempty with e | ⟨x, hx⟩
      · exact p0 (e ▸ hB)
      · exact Finset.notMem_empty x ((pc x).2 ⟨B, hB, hx⟩)
    · rintro rfl
      simp
  simp [allDiagrams, h]

/-- On a nonempty vertex set, the sum of all diagrams is the connected sum plus the disconnected
diagrams, sorted by the cluster `T` that holds the lowest vertex. -/
theorem allDiagrams_split (c : Finset (Fin n) → R) {S : Finset (Fin n)} (hS : S.Nonempty) :
    allDiagrams c S = c S + ∑ T ∈ anchored S, c T * allDiagrams c (S \ T) := by
  obtain ⟨m, hmS, hm⟩ : ∃ m ∈ S, ∀ y ∈ S, m ≤ y :=
    ⟨S.min' hS, S.min'_mem hS, fun y hy => S.min'_le y hy⟩
  have hT := mem_insert_anchored hmS hm
  -- clusters of the remaining vertices do not meet `T`
  have off : ∀ T Q, Q ∈ clusterings (S \ T) → ∀ B ∈ Q, ∀ x ∈ B, x ∉ T :=
    fun T Q hQ B hB x hx =>
      (Finset.mem_sdiff.1 (((mem_clusterings.1 hQ).2.1 x).2 ⟨B, hB, hx⟩)).2
  have key : allDiagrams c S
      = ∑ T ∈ insert S (anchored S), c T * allDiagrams c (S \ T) := by
    unfold allDiagrams
    simp_rw [Finset.mul_sum]
    rw [Finset.sum_sigma']
    symm
    -- a clustering is the cluster of `m` together with a clustering of the rest
    refine Finset.sum_bij (fun p _ => insert p.1 p.2) ?_ ?_ ?_ ?_
    · rintro ⟨T, Q⟩ hp
      obtain ⟨h1, h2⟩ := Finset.mem_sigma.1 hp
      obtain ⟨hTS, hmT⟩ := (hT T).1 h1
      have qn := off T Q h2
      obtain ⟨q0, qc, qd⟩ := mem_clusterings.1 h2
      refine mem_clusterings.2 ⟨fun h => ?_, fun x => ⟨fun hx => ?_, ?_⟩, ?_⟩
      · rcases Finset.mem_insert.1 h with e | h
        · exact Finset.notMem_empty m (e.symm ▸ hmT)
        · exact q0 h
      · by_cases hxT : x ∈ T
        · exact ⟨T, Finset.mem_insert_self _ _, hxT⟩
        · obtain ⟨B, hB, hxB⟩ := (qc x).1 (Finset.mem_sdiff.2 ⟨hx, hxT⟩)
          exact ⟨B, Finset.mem_insert_of_mem hB, hxB⟩
      · rintro ⟨B, hB, hxB⟩
        rcases Finset.mem_insert.1 hB with e | hB
        · have e : B = T := e
          exact hTS (e ▸ hxB)
        · exact (Finset.mem_sdiff.1 ((qc x).2 ⟨B, hB, hxB⟩)).1
      · intro B hB C hC x hxB hxC
        rcases Finset.mem_insert.1 hB with e | hB <;>
          rcases Finset.mem_insert.1 hC with e' | hC
        · exact e.trans e'.symm
        · have e : B = T := e
          exact (qn C hC x hxC (e ▸ hxB)).elim
        · have e' : C = T := e'
          exact (qn B hB x hxB (e' ▸ hxC)).elim
        · exact qd B hB C hC x hxB hxC
    · rintro ⟨T, Q⟩ hp ⟨T', Q'⟩ hp' h
      obtain ⟨h1, h2⟩ := Finset.mem_sigma.1 hp
      obtain ⟨h1', h2'⟩ := Finset.mem_sigma.1 hp'
      have hmT := ((hT T).1 h1).2
      have hmT' := ((hT T').1 h1').2
      have h : insert T Q = insert T' Q' := h
      have e : T = T' := by
        rcases Finset.mem_insert.1 (h ▸ Finset.mem_insert_self T Q) with e | hq
        · exact e
        · exact (off T' Q' h2' T hq m hmT hmT').elim
      subst e
      have hn : T ∉ Q := fun hq => off T Q h2 T hq m hmT hmT
      have hn' : T ∉ Q' := fun hq => off T Q' h2' T hq m hmT hmT
      have e : Q = Q' := by
        rw [← Finset.erase_insert hn, h, Finset.erase_insert hn']
      rw [e]
    · intro P hP
      obtain ⟨p0, pc, pd⟩ := mem_clusterings.1 hP
      obtain ⟨T, hTP, hmT⟩ := (pc m).1 hmS
      refine ⟨⟨T, P.erase T⟩, Finset.mem_sigma.2
        ⟨(hT T).2 ⟨fun x hx => (pc x).2 ⟨T, hTP, hx⟩, hmT⟩, mem_clusterings.2
          ⟨fun h => p0 (Finset.mem_of_mem_erase h), fun x => ⟨fun hx => ?_, ?_⟩,
            fun B hB C hC => pd B (Finset.mem_of_mem_erase hB) C
              (Finset.mem_of_mem_erase hC)⟩⟩, Finset.insert_erase hTP⟩
      · obtain ⟨hxS, hxT⟩ := Finset.mem_sdiff.1 hx
        obtain ⟨B, hB, hxB⟩ := (pc x).1 hxS
        exact ⟨B, Finset.mem_erase.2 ⟨fun e => hxT (e ▸ hxB), hB⟩, hxB⟩
      · rintro ⟨B, hB, hxB⟩
        obtain ⟨hne, hB⟩ := Finset.mem_erase.1 hB
        exact Finset.mem_sdiff.2
          ⟨(pc x).2 ⟨B, hB, hxB⟩, fun hxT => hne (pd B hB T hTP x hxB hxT)⟩
    · rintro ⟨T, Q⟩ hp
      obtain ⟨h1, h2⟩ := Finset.mem_sigma.1 hp
      have hmT := ((hT T).1 h1).2
      exact (Finset.prod_insert fun hq => off T Q h2 T hq m hmT hmT).symm
  rw [key, Finset.sum_insert (self_notMem S), Finset.sdiff_self, allDiagrams_empty, mul_one]

/-- The recursion: from the full sum `a S` subtract one product, linked part on `T` times full
sum on the rest, for each proper subset `T` containing the lowest vertex of `S`. -/
def linkedPart (a : Finset (Fin n) → R) (S : Finset (Fin n)) : R :=
  a S - ∑ T ∈ (anchored S).attach, linkedPart a T.1 * a (S \ T.1)
termination_by S.card
decreasing_by exact Finset.card_lt_card (mem_anchored.1 T.2).1

lemma linkedPart_eq (a : Finset (Fin n) → R) (S : Finset (Fin n)) :
    linkedPart a S = a S - ∑ T ∈ anchored S, linkedPart a T * a (S \ T) := by
  rw [linkedPart, Finset.sum_attach (anchored S) (fun T => linkedPart a T * a (S \ T))]

/-- Fed with the sums of all diagrams, the recursion returns the sum of the connected diagrams
on every nonempty vertex set. -/
theorem linkedPart_allDiagrams (c : Finset (Fin n) → R) (S : Finset (Fin n))
    (hS : S.Nonempty) : linkedPart (allDiagrams c) S = c S := by
  induction S using Finset.strongInduction with
  | H S ih =>
    have h : ∑ T ∈ anchored S, linkedPart (allDiagrams c) T * allDiagrams c (S \ T)
        = ∑ T ∈ anchored S, c T * allDiagrams c (S \ T) :=
      Finset.sum_congr rfl fun T hT => by
        obtain ⟨hs, x, hx, _⟩ := mem_anchored.1 hT
        rw [ih T hs ⟨x, hx⟩]
    rw [linkedPart_eq (allDiagrams c) S, h, allDiagrams_split c hS, add_sub_cancel_right]

/-- The products of the recursion on `n` vertices: all pairs of a vertex set `S` and a proper
subset `T` containing the lowest vertex of `S`. -/
def productPairs (n : ℕ) : Finset (Σ _ : Finset (Fin n), Finset (Fin n)) :=
  Finset.univ.sigma anchored

/-- For a nonempty vertex set `S`, the number of products subtracted, plus one, is half the
number of subsets of `S`. -/
theorem card_anchored {S : Finset (Fin n)} (hS : S.Nonempty) :
    2 * ((anchored S).card + 1) = 2 ^ S.card := by
  obtain ⟨m, hmS, hm⟩ : ∃ m ∈ S, ∀ y ∈ S, m ≤ y :=
    ⟨S.min' hS, S.min'_mem hS, fun y hy => S.min'_le y hy⟩
  -- a subset containing `m` is `m` added to a subset of the other vertices
  have e : insert S (anchored S) = (S.erase m).powerset.image (insert m) := by
    ext T
    rw [mem_insert_anchored hmS hm, Finset.mem_image]
    constructor
    · rintro ⟨h, hmT⟩
      exact ⟨T.erase m, Finset.mem_powerset.2 (Finset.erase_subset_erase m h),
        Finset.insert_erase hmT⟩
    · rintro ⟨U, hU, rfl⟩
      exact ⟨Finset.insert_subset hmS
        ((Finset.mem_powerset.1 hU).trans (Finset.erase_subset _ _)),
        Finset.mem_insert_self _ _⟩
  have nm : ∀ U ∈ (S.erase m).powerset, m ∉ U := fun U hU h =>
    Finset.notMem_erase m S (Finset.mem_powerset.1 hU h)
  have inj : Set.InjOn (insert m) ((S.erase m).powerset : Set (Finset (Fin n))) := by
    intro U hU U' hU' h
    have h : insert m U = insert m U' := h
    rw [← Finset.erase_insert (nm U (Finset.mem_coe.1 hU)), h,
      Finset.erase_insert (nm U' (Finset.mem_coe.1 hU'))]
  have h := congrArg Finset.card e
  rw [Finset.card_insert_of_notMem (self_notMem S), Finset.card_image_of_injOn inj,
    Finset.card_powerset] at h
  rw [h, ← Finset.card_erase_add_one hmS]
  ring

lemma two_mul_card_productPairs (n : ℕ) :
    2 * (productPairs n).card + 2 * 2 ^ n = 3 ^ n + 1 := by
  have h3 : ∑ S : Finset (Fin n), 2 ^ S.card = 3 ^ n := by
    simpa using Fintype.sum_pow_mul_eq_add_pow (Fin n) (2 : ℕ) 1
  have hS : ∀ S : Finset (Fin n),
      2 * (anchored S).card + 2 = 2 ^ S.card + if S = ∅ then 1 else 0 := by
    intro S
    rcases S.eq_empty_or_nonempty with rfl | hS
    · simp [anchored]
    · rw [if_neg hS.ne_empty]
      linarith [card_anchored hS]
  have h := Finset.sum_congr rfl fun S (_ : S ∈ Finset.univ) => hS S
  simp only [Finset.sum_add_distrib, ← Finset.mul_sum, h3, Finset.sum_ite_eq',
    Finset.mem_univ, if_true, Finset.sum_const, Finset.card_univ, Fintype.card_finset,
    Fintype.card_fin, smul_eq_mul] at h
  rw [productPairs, Finset.card_sigma]
  linarith

/-- Run on all subsets of `n` vertices, the recursion for the linked parts has exactly
`(3^n + 1)/2 - 2^n` products. -/
theorem card_productPairs (n : ℕ) :
    ((productPairs n).card : ℚ) = (3 ^ n + 1) / 2 - 2 ^ n := by
  have h : (2 * (productPairs n).card + 2 * 2 ^ n : ℚ) = 3 ^ n + 1 := by
    exact_mod_cast two_mul_card_productPairs n
  linarith

/-- The number of products in the recursion, divided by the number of permutations of the `n`
vertices, tends to 0 as `n` grows. -/
theorem products_div_permutations_tendsto_zero :
    Tendsto (fun n : ℕ => ((productPairs n).card : ℝ) / Fintype.card (Equiv.Perm (Fin n)))
      atTop (𝓝 0) := by
  simp_rw [Fintype.card_perm, Fintype.card_fin]
  refine squeeze_zero (fun n => by positivity) (fun n => ?_)
    (FloorSemiring.tendsto_pow_div_factorial_atTop (3 : ℝ))
  -- the count is at most `3^n`, which the factorial outgrows
  have h : (productPairs n).card ≤ 3 ^ n := by
    have h1 := two_mul_card_productPairs n
    have h2 : 0 < 2 ^ n := by positivity
    linarith
  have h' : ((productPairs n).card : ℝ) ≤ 3 ^ n := by exact_mod_cast h
  gcongr

end DisconnectedDiagramRecursion
```

```lean
#print axioms DisconnectedDiagramRecursion.linkedPart_allDiagrams
-- 'DisconnectedDiagramRecursion.linkedPart_allDiagrams' depends on axioms: [propext, Classical.choice, Quot.sound]
#print axioms DisconnectedDiagramRecursion.card_productPairs
-- 'DisconnectedDiagramRecursion.card_productPairs' depends on axioms: [propext, Classical.choice, Quot.sound]
#print axioms DisconnectedDiagramRecursion.products_div_permutations_tendsto_zero
-- 'DisconnectedDiagramRecursion.products_div_permutations_tendsto_zero' depends on axioms: [propext, Classical.choice, Quot.sound]
```

## From the clusterings to the limit

`mem_insert_anchored` says that `S` and its anchored subsets are together the subsets of `S` that contain the lowest vertex. Both the splitting and the count use it.

`allDiagrams_split` is the sorting step. It writes the right-hand side as a sum over pairs \((T,Q)\), with \(Q\) a clustering of \(S\setminus T\), and `Finset.sum_bij` matches each pair with the clustering `insert T Q`. Its four goals are:

1. The result is a clustering of \(S\).
2. Different pairs give different clusterings, because \(T\) is recognised as the cluster that contains \(m\).
3. Every clustering arises, by removing the cluster of \(m\).
4. The products agree, because \(T\) is not already in \(Q\).

The auxiliary fact `off`, that clusters of \(S\setminus T\) contain no vertex of \(T\), serves in the first, second and fourth goals. The last line separates the term \(T=S\) and uses `allDiagrams_empty`.

`linkedPart` is accepted as a recursive definition because each \(T\) has fewer vertices than \(S\), and `linkedPart_eq` restates it as the formula for \(\ell(S)\). `linkedPart_allDiagrams` is the induction: `ih` replaces \(\ell(T)\) by \(c(T)\), and the splitting cancels the sum.

`card_anchored` gets the subsets containing \(m\) by adding \(m\) to each subset of the other vertices. It states the count in doubled form, which avoids division. `two_mul_card_productPairs` sums this over all \(S\), with a correction of 1 for the empty set, and takes \(\sum_S2^{|S|}=3^n\) from the binomial theorem. The final theorem squeezes the ratio between 0 and \(3^n/n!\), whose limit is in Mathlib.
